# The Holevo–Helstrom theorem for two density matrices in finite dimension

## One system, two possible preparations

A source emits a single quantum system in one of two known states, $\rho$ or $\sigma$. It prepares $\rho$ with probability $p$ and $\sigma$ with probability $1-p$. A receiver who knows $\rho$, $\sigma$ and $p$ may measure the system once and must then say which state was sent. Unless the two states have orthogonal supports, no measurement separates them perfectly, and the question is how often the receiver can be right.

The question arises, for example, in qubit readout. There the receiver measures a signal that depends on the qubit state. If the signals for the two qubit states are modelled by known density matrices on a finite-dimensional space, the answer is an upper limit on the probability of assigning the qubit state correctly from a single signal.

The receiver's procedure is described by an effect $E$, a matrix with $0\le E\le 1$, where $1$ also denotes the identity matrix. The receiver says "$\rho$" if $E$ fires and "$\sigma$" otherwise. By the Born rule, the probability of a correct answer is

$$P(E)=p\,\mathrm{Tr}(E\rho)+(1-p)\,\mathrm{Tr}\big((1-E)\sigma\big).$$

## The optimum and its formal reading

Let $\Gamma=p\rho-(1-p)\sigma$, with eigenvalues $\lambda_i$ counted with multiplicity. The theorem says that

$$\max_{0\le E\le 1}P(E)=1-p+\sum_i\max(\lambda_i,0).$$

The first two terms, $1-p$, are the success probability of a receiver who always says "$\sigma$" without measuring. The sum of the positive eigenvalues is the most that any effect can add to it. This gain need not come from information about the system: for $\rho=\sigma$ and $p>\tfrac12$ it is $2p-1$, and $E=1$, which always answers "$\rho$", already attains it.

In Lean, the states are complex matrices whose rows and columns are indexed by a finite type `n`. The physical notions are translated as follows.

- `IsDensity ρ` says that $\rho$ is positive semidefinite with trace one.
- `IsEffect E` says that $E$ and $1-E$ are both positive semidefinite. $E$ need not be a projector.
- `successProb p ρ σ E` is $P(E)$. It takes the real parts of the traces, because a matrix trace in Lean is a complex number. For effects and density matrices the traces are real anyway.
- `helstrom p ρ σ` is $\Gamma$.

The main theorem, `holevo_helstrom`, uses `IsGreatest`: the stated number is the value of `successProb` at some effect, and no effect gives a larger value. It is therefore a maximum and not only a supremum.

The second theorem, `holevo_helstrom_traceNorm`, gives the same maximum as $\tfrac12\big(1+\sum_i|\lambda_i|\big)$. For the Hermitian matrix $\Gamma$, the sum of absolute eigenvalues is what textbooks call the trace norm $\|\Gamma\|_1$. The file writes out the sum and defines no norm.

Both theorems hold for every real $p$, but `successProb` can be read as a probability only for $0\le p\le1$. The dimension is finite, so to apply these theorems to thermal states of an optical mode, for instance, one would first have to truncate the states and normalise them again. One physical step is taken before the mathematics begins: a real apparatus, with its ancillas, many outcomes and data processing, is assumed to act on the system as a single effect $E$ once its output has been reduced to one of two answers.

## Derivation in the eigenbasis of $\Gamma$

First expand the success probability, using $\mathrm{Tr}\,\sigma=1$:

$$\begin{aligned}
P(E)&=p\,\mathrm{Tr}(E\rho)+(1-p)\,\mathrm{Tr}\,\sigma-(1-p)\,\mathrm{Tr}(E\sigma)\\
&=1-p+\mathrm{Tr}(E\Gamma).
\end{aligned}$$

Only the last term depends on the measurement. Since $\rho$ and $\sigma$ are Hermitian and $p$ is real, $\Gamma$ is Hermitian and has an orthonormal eigenbasis, $\Gamma=\sum_i\lambda_i|i\rangle\langle i|$. Hence

$$\mathrm{Tr}(E\Gamma)=\sum_i\lambda_i q_i,\qquad q_i=\langle i|E|i\rangle .$$

The number $q_i$ is the probability that $E$ fires on the eigenvector $|i\rangle$. From $E\ge0$ follows $q_i\ge0$. From $1-E\ge0$ follows $1-q_i=\langle i|(1-E)|i\rangle\ge0$. Therefore

$$\lambda_i q_i\le\max(\lambda_i,0)\,q_i\le\max(\lambda_i,0).$$

The first step uses $q_i\ge0$ and the second $q_i\le1$. Summing over $i$ gives the upper bound.

To reach the bound, choose the projector

$$\Pi_+=\sum_{\lambda_i>0}|i\rangle\langle i| .$$

It is positive semidefinite, and so is $1-\Pi_+=\sum_{\lambda_i\le0}|i\rangle\langle i|$, so $\Pi_+$ is an effect. It has $q_i=1$ where $\lambda_i>0$ and $q_i=0$ elsewhere. Each term $\lambda_iq_i$ then equals $\max(\lambda_i,0)$, and the bound is attained. Eigenvectors with $\lambda_i=0$ contribute nothing whichever answer they are assigned to; here they count for $\sigma$.

For the second form, write $\max(\lambda_i,0)=\tfrac12(\lambda_i+|\lambda_i|)$. The eigenvalues add up to $\mathrm{Tr}\,\Gamma=p-(1-p)=2p-1$, so

$$1-p+\tfrac12\Big(2p-1+\sum_i|\lambda_i|\Big)=\tfrac12\Big(1+\sum_i|\lambda_i|\Big).$$

## The Lean file

```lean
import Mathlib

open Matrix
open scoped ComplexOrder

namespace HolevoHelstrom

noncomputable section

variable {n : Type*} [Fintype n] [DecidableEq n] {A E ρ σ : Matrix n n ℂ}

/-- A density matrix: positive semidefinite with unit trace. -/
def IsDensity (ρ : Matrix n n ℂ) : Prop := ρ.PosSemidef ∧ ρ.trace = 1

/-- An effect, that is, one outcome of a two-outcome measurement: `0 ≤ E ≤ 1`. -/
def IsEffect (E : Matrix n n ℂ) : Prop := E.PosSemidef ∧ (1 - E).PosSemidef

/-- Probability of naming the state correctly when `ρ` is sent with probability `p` and `σ`
with probability `1 - p`, and the receiver says `ρ` if `E` fires and `σ` otherwise. -/
def successProb (p : ℝ) (ρ σ E : Matrix n n ℂ) : ℝ :=
  p * (E * ρ).trace.re + (1 - p) * ((1 - E) * σ).trace.re

/-- The Helstrom operator `p ρ - (1 - p) σ`. -/
def helstrom (p : ℝ) (ρ σ : Matrix n n ℂ) : Matrix n n ℂ := p • ρ - (1 - p) • σ

/-- The unitary matrix whose columns are orthonormal eigenvectors of a Hermitian matrix. -/
def eigenframe (hA : A.IsHermitian) : Matrix n n ℂ := hA.eigenvectorUnitary

/-- The expectation value (real part) of `E` in the `i`-th eigenvector of a Hermitian matrix. -/
def fireProb (hA : A.IsHermitian) (E : Matrix n n ℂ) (i : n) : ℝ :=
  (((eigenframe hA)ᴴ * E * eigenframe hA) i i).re

/-- The projector onto the eigenvectors of a Hermitian matrix with positive eigenvalue. -/
def positiveProjector (hA : A.IsHermitian) : Matrix n n ℂ :=
  eigenframe hA * diagonal (fun i => if 0 < hA.eigenvalues i then (1 : ℂ) else 0) *
    (eigenframe hA)ᴴ

/-- The columns of the eigenframe are orthonormal. -/
theorem eigenframe_orthonormal (hA : A.IsHermitian) :
    (eigenframe hA)ᴴ * eigenframe hA = 1 :=
  Matrix.mem_unitaryGroup_iff'.1 hA.eigenvectorUnitary.2

/-- For Hermitian `A`, the real part of `Tr(E A)` is the sum of the eigenvalues of `A`, each
weighted with the real part of the expectation value of `E` in its eigenvector. -/
theorem trace_mul_eq_sum (hA : A.IsHermitian) (E : Matrix n n ℂ) :
    (E * A).trace.re = ∑ i, hA.eigenvalues i * fireProb hA E i := by
  have hs : A = eigenframe hA * diagonal (fun i => (hA.eigenvalues i : ℂ)) *
      (eigenframe hA)ᴴ := by
    have h := hA.spectral_theorem
    rw [Unitary.conjStarAlgAut_apply] at h
    exact h
  -- move the eigenframe around the trace
  have h1 : (E * A).trace = ((eigenframe hA)ᴴ * E * eigenframe hA *
      diagonal (fun i => (hA.eigenvalues i : ℂ))).trace := by
    have h2 : E * A = E * eigenframe hA * diagonal (fun i => (hA.eigenvalues i : ℂ)) *
        (eigenframe hA)ᴴ :=
      (congrArg (fun X => E * X) hs).trans (by simp only [Matrix.mul_assoc])
    rw [h2, Matrix.trace_mul_comm]
    simp only [Matrix.mul_assoc]
  rw [h1]
  simp only [Matrix.trace, Matrix.diag_apply, Matrix.mul_diagonal, Complex.re_sum]
  refine Finset.sum_congr rfl fun i _ => ?_
  rw [Complex.mul_re, Complex.ofReal_re, Complex.ofReal_im, fireProb]
  ring

/-- An effect fires on each eigenvector with a probability between 0 and 1. -/
theorem fireProb_mem_Icc (hA : A.IsHermitian) (hE : IsEffect E) (i : n) :
    0 ≤ fireProb hA E i ∧ fireProb hA E i ≤ 1 := by
  have d0 : 0 ≤ ((eigenframe hA)ᴴ * E * eigenframe hA) i i :=
    (hE.1.conjTranspose_mul_mul_same (eigenframe hA)).diag_nonneg
  have d1 : 0 ≤ ((eigenframe hA)ᴴ * (1 - E) * eigenframe hA) i i :=
    (hE.2.conjTranspose_mul_mul_same (eigenframe hA)).diag_nonneg
  have h0 := (Complex.nonneg_iff.1 d0).1
  have h1 := (Complex.nonneg_iff.1 d1).1
  rw [Matrix.mul_sub, Matrix.sub_mul, Matrix.mul_one, eigenframe_orthonormal,
    Matrix.sub_apply, Matrix.one_apply_eq, Complex.sub_re, Complex.one_re] at h1
  exact ⟨h0, by unfold fireProb; linarith⟩

/-- The projector onto the positive eigenvectors is an effect; it fires with certainty on
eigenvectors of positive eigenvalue and never on the others. -/
theorem positiveProjector_spec (hA : A.IsHermitian) :
    IsEffect (positiveProjector hA) ∧
      ∀ i, fireProb hA (positiveProjector hA) i = if 0 < hA.eigenvalues i then 1 else 0 := by
  have hU := eigenframe_orthonormal hA
  have hU' : eigenframe hA * (eigenframe hA)ᴴ = 1 := mul_eq_one_comm.1 hU
  refine ⟨⟨?_, ?_⟩, fun i => ?_⟩
  · refine (Matrix.posSemidef_diagonal_iff.2 fun i => ?_).mul_mul_conjTranspose_same _
    split_ifs <;> simp
  · -- the complement projects onto the remaining eigenvectors
    have hd : diagonal (fun i => 1 - if 0 < hA.eigenvalues i then (1 : ℂ) else 0) =
        1 - diagonal (fun i => if 0 < hA.eigenvalues i then (1 : ℂ) else 0) := by
      rw [← Matrix.diagonal_one, Matrix.diagonal_sub]
    have hc : 1 - positiveProjector hA = eigenframe hA *
        diagonal (fun i => 1 - if 0 < hA.eigenvalues i then (1 : ℂ) else 0) *
          (eigenframe hA)ᴴ := by
      rw [hd, Matrix.mul_sub, Matrix.mul_one, Matrix.sub_mul, hU', positiveProjector]
    rw [hc]
    refine (Matrix.posSemidef_diagonal_iff.2 fun i => ?_).mul_mul_conjTranspose_same _
    split_ifs <;> simp
  · have h : (eigenframe hA)ᴴ * positiveProjector hA * eigenframe hA =
        diagonal (fun i => if 0 < hA.eigenvalues i then (1 : ℂ) else 0) := by
      rw [positiveProjector, Matrix.mul_assoc, Matrix.mul_assoc, hU, Matrix.mul_one,
        ← Matrix.mul_assoc, hU, Matrix.one_mul]
    rw [fireProb, h, Matrix.diagonal_apply_eq]
    split_ifs <;> simp

omit [DecidableEq n] in
/-- The Helstrom operator of two density matrices is Hermitian. -/
theorem helstrom_isHermitian (hρ : IsDensity ρ) (hσ : IsDensity σ) (p : ℝ) :
    (helstrom p ρ σ).IsHermitian := by
  change (p • ρ - (1 - p) • σ)ᴴ = p • ρ - (1 - p) • σ
  simp only [Matrix.conjTranspose_sub, Matrix.conjTranspose_smul, star_trivial,
    hρ.1.isHermitian.eq, hσ.1.isHermitian.eq]

/-- If `σ` has unit trace, the success probability is `1 - p` plus the real part of the trace
of `E` times the Helstrom operator. -/
theorem successProb_eq (hσ : σ.trace = 1) (p : ℝ) (ρ E : Matrix n n ℂ) :
    successProb p ρ σ E = 1 - p + (E * helstrom p ρ σ).trace.re := by
  simp only [successProb, helstrom, Matrix.mul_sub, Matrix.mul_smul, Matrix.sub_mul,
    Matrix.one_mul, Matrix.trace_sub, Matrix.trace_smul, Complex.sub_re, Complex.smul_re,
    smul_eq_mul, hσ, Complex.one_re]
  ring

/-- **Holevo-Helstrom theorem.** For density matrices `ρ`, `σ` and any real `p`, the maximum of
`p Tr(E ρ) + (1 - p) Tr((1 - E) σ)` over all effects `E` is `1 - p` plus the sum of the
positive eigenvalues of `p ρ - (1 - p) σ`. -/
theorem holevo_helstrom (hρ : IsDensity ρ) (hσ : IsDensity σ) (p : ℝ) :
    IsGreatest (successProb p ρ σ '' {E | IsEffect E})
      (1 - p + ∑ i, max ((helstrom_isHermitian hρ hσ p).eigenvalues i) 0) := by
  have hH := helstrom_isHermitian hρ hσ p
  constructor
  · -- attained by the projector onto the positive eigenvectors
    refine ⟨positiveProjector hH, (positiveProjector_spec hH).1, ?_⟩
    rw [successProb_eq hσ.2, trace_mul_eq_sum hH]
    congr 1
    refine Finset.sum_congr rfl fun i _ => ?_
    rw [(positiveProjector_spec hH).2 i]
    split_ifs with h
    · rw [mul_one, max_eq_left h.le]
    · rw [mul_zero, max_eq_right (not_lt.1 h)]
  · -- no effect can gain more than the positive part of each eigenvalue
    rintro _ ⟨E, hE, rfl⟩
    rw [successProb_eq hσ.2, trace_mul_eq_sum hH]
    have hsum : ∑ i, hH.eigenvalues i * fireProb hH E i ≤ ∑ i, max (hH.eigenvalues i) 0 := by
      refine Finset.sum_le_sum fun i _ => ?_
      obtain ⟨h0, h1⟩ := fireProb_mem_Icc hH hE i
      exact (mul_le_mul_of_nonneg_right (le_max_left _ 0) h0).trans
        (mul_le_of_le_one_right (le_max_right _ _) h1)
    linarith

/-- Trace-norm form: for density matrices `ρ`, `σ` and any real `p`, the maximum of `successProb`
over all effects is `(1 + S) / 2`, where `S` is the sum of the absolute eigenvalues of
`p ρ - (1 - p) σ`. -/
theorem holevo_helstrom_traceNorm (hρ : IsDensity ρ) (hσ : IsDensity σ) (p : ℝ) :
    IsGreatest (successProb p ρ σ '' {E | IsEffect E})
      ((1 + ∑ i, |(helstrom_isHermitian hρ hσ p).eigenvalues i|) / 2) := by
  have hH := helstrom_isHermitian hρ hσ p
  -- the eigenvalues add up to the trace `2 p - 1`
  have ht : ∑ i, hH.eigenvalues i = 2 * p - 1 := by
    have h := trace_mul_eq_sum hH 1
    simp only [fireProb, eigenframe_orthonormal, Matrix.one_apply_eq,
      Complex.one_re, mul_one, Matrix.one_mul] at h
    rw [← h]
    simp only [helstrom, Matrix.trace_sub, Matrix.trace_smul, hρ.2, hσ.2, Complex.sub_re,
      Complex.smul_re, Complex.one_re, smul_eq_mul]
    ring
  have hm : ∑ i, max (hH.eigenvalues i) 0 =
      (∑ i, hH.eigenvalues i + ∑ i, |hH.eigenvalues i|) / 2 := by
    rw [← Finset.sum_add_distrib, Finset.sum_div]
    refine Finset.sum_congr rfl fun i _ => ?_
    rcases le_total 0 (hH.eigenvalues i) with h | h
    · rw [max_eq_left h, abs_of_nonneg h]; ring
    · rw [max_eq_right h, abs_of_nonpos h]; ring
  have he : (1 + ∑ i, |hH.eigenvalues i|) / 2 = 1 - p + ∑ i, max (hH.eigenvalues i) 0 := by
    rw [hm, ht]; ring
  rw [he]
  exact holevo_helstrom hρ hσ p

end

end HolevoHelstrom
```

```lean
#print axioms HolevoHelstrom.holevo_helstrom
#print axioms HolevoHelstrom.holevo_helstrom_traceNorm
```

```
'HolevoHelstrom.holevo_helstrom' depends on axioms: [propext, Classical.choice, Quot.sound]
'HolevoHelstrom.holevo_helstrom_traceNorm' depends on axioms: [propext, Classical.choice, Quot.sound]
```

## From the trace formula to the bound

The lemma `successProb_eq` is the first expansion above. `simp` distributes the products and traces and inserts $\mathrm{Tr}\,\sigma=1$, and `ring` collects the terms. `helstrom_isHermitian` supplies the Hermiticity of $\Gamma$.

The eigenbasis enters through `eigenframe`, a unitary matrix $U$ whose $i$-th column is $|i\rangle$. The number $q_i$ is `fireProb`, the real part of the $i$-th diagonal entry of $U^\dagger EU$. The name is apt only when $E$ is an effect, since the definition accepts any matrix. With these objects, `trace_mul_eq_sum` proves $\mathrm{Re}\,\mathrm{Tr}(EA)=\sum_i\lambda_iq_i$ for a general Hermitian $A$ with eigenvalues $\lambda_i$.

In `fireProb_mem_Icc`, both $U^\dagger EU$ and $U^\dagger(1-E)U$ are positive semidefinite, so their diagonal entries are nonnegative. Because $U^\dagger U=1$, the second entry has real part $1-q_i$, and both bounds on $q_i$ follow.

The lemma `positiveProjector_spec` treats $\Pi_+$ as $UDU^\dagger$, where $D$ is diagonal with entries one and zero. Its three parts show that $\Pi_+$ is positive semidefinite, that $1-\Pi_+=U(1-D)U^\dagger$ is too, and that $U^\dagger\Pi_+U=D$, from which the values of $q_i$ are read off. The second part also needs $UU^\dagger=1$, which `mul_eq_one_comm` obtains from $U^\dagger U=1$ for square matrices.

In `holevo_helstrom`, `constructor` separates attainment from the upper bound. For attainment, the proof supplies `positiveProjector hH` and compares the two sums term by term, with `split_ifs` distinguishing positive eigenvalues from the rest. For the bound, it takes an arbitrary effect and applies the two-step inequality for $\lambda_iq_i$ under `Finset.sum_le_sum`.

The proof of `holevo_helstrom_traceNorm` finds the sum of the eigenvalues by applying `trace_mul_eq_sum` to $E=1$, for which every $q_i$ is one. After the identity for $\max(\lambda_i,0)$, the claimed value is rewritten as that of the main theorem, which then finishes the proof.

## The spectral theorem as a matrix factorisation

The device that carries the argument is Mathlib's `spectral_theorem` for Hermitian matrices. From a proof `hA` that $A$ is Hermitian, Mathlib provides real numbers `hA.eigenvalues i` and a unitary `hA.eigenvectorUnitary`. Both use the same index `i`, so each eigenvalue comes with its own column.

The theorem expresses $A$ as the image of a diagonal matrix under conjugation by this unitary. Rewriting with `Unitary.conjStarAlgAut_apply` turns the conjugation into an ordinary product, and the local statement `hs` in `trace_mul_eq_sum` becomes

$$A=U\,\mathrm{diag}(\lambda_i)\,U^\dagger .$$

Cyclicity of the trace, `Matrix.trace_mul_comm`, then moves $U^\dagger$ to the front:

$$\mathrm{Tr}(EA)=\mathrm{Tr}\big(U^\dagger EU\,\mathrm{diag}(\lambda_i)\big).$$

Only the diagonal entries of $U^\dagger EU$ survive in this trace, and these give the $q_i$.

The substitution of `hs` needs some care, because $U$ itself is built from $A$ and `hA`. A plain rewrite would try to replace $A$ inside $U$ as well, where `hA` would no longer fit. The proof therefore uses `congrArg (fun X => E * X) hs`, which replaces only the factor standing next to $E$.

The same dependence explains why `helstrom_isHermitian hρ hσ p` appears inside the main statement: Lean needs a proof of Hermiticity before it can speak of these real eigenvalues. Which proof is given makes no difference, since Lean treats any two proofs of the same proposition as equal.
